# The Coulson integral formula in real form: the sum of absolute eigenvalues as the integral of a trace

## Question

In a Hückel calculation I can approximate the sum of the absolute orbital energies without diagonalising: I choose quadrature points $x$, evaluate $\operatorname{tr}\left(A^2(A^2+x^2I)^{-1}\right)$ at each by solving linear systems, and add up the weighted values. This rests on the claim that, for a real symmetric matrix $A$ with eigenvalues $\lambda_i$,

$$\sum_i|\lambda_i|=\frac1\pi\int_{x\neq0}\operatorname{tr}\left(A^2(A^2+x^2I)^{-1}\right)dx .$$

Can this be stated and proved in Lean 4 with Mathlib, including that the inverse exists and the integral converges?

## Answer

### Modelling choices

The matrix `A : Matrix n n ℝ` has rows and columns labelled by a finite type `n`, the sites of the molecule. Over the reals, `A.IsHermitian` says that $A$ is symmetric. The eigenvalues `hA.eigenvalues i` are listed with multiplicity, and `spectralEnergy hA` is $\sum_i|\lambda_i|$.

In the non-interacting Hückel model of an alternant hydrocarbon, with one electron per site, site energy zero and orthogonal orbitals, this sum is the magnitude of the total $\pi$ energy of the ground state. For other fillings or spectra it need not be.

The function `coulsonIntegrand A x` is the trace above, with the actual matrix inverse. The integral runs over `({0}ᶜ : Set ℝ)`, the real line without the origin, because $A^2+x^2I$ is singular at $x=0$ whenever $A$ has a zero eigenvalue. Mathlib assigns the value zero to the inverse of a singular matrix, so `resolvent_trace` also proves that the determinant is a unit for every $x\neq0$.

Coulson's formula is often written with the characteristic polynomial of a graph and a principal value. The version here uses the trace instead, and the file does not derive the polynomial form.

### Derivation by hand

**One eigenvalue.** For real $a\neq0$, substitute $x=|a|t$:

$$\int_{-\infty}^{\infty}\frac{a^2}{a^2+x^2}\,dx=|a|\int_{-\infty}^{\infty}\frac{dt}{1+t^2}=\pi|a| .$$

For $a=0$ the integrand vanishes at every $x\neq0$, and both sides are zero.

**The trace.** Write $A=UDV$, where $D$ is the diagonal matrix of the $\lambda_i$ and $UV=VU=I$. Then $A^2=UDVUDV=UD^2V$, and $x^2I=U(x^2I)V$, so

$$A^2+x^2I=U(D^2+x^2I)V .$$

For $x\neq0$ each diagonal entry $\lambda_i^2+x^2$ is positive, so the inverse is $U(D^2+x^2I)^{-1}V$. Since the trace is cyclic and $VU=I$,

$$\operatorname{tr}\left(A^2(A^2+x^2I)^{-1}\right)=\operatorname{tr}\left(D^2(D^2+x^2I)^{-1}\right)=\sum_i\frac{\lambda_i^2}{\lambda_i^2+x^2}.$$

**The integral.** A single point has length zero, so leaving out $x=0$ changes nothing. The sum is finite and each term is integrable, so the integral is $\sum_i\pi|\lambda_i|$. Dividing by $\pi$ gives the formula.

**Comparison.** If the integrand of $A$ is at most that of $B$ at every $x\neq0$, integrating the inequality shows that the energy of $A$ is at most that of $B$.

**Two sites.** For $A=\begin{pmatrix}0&\beta\\\beta&0\end{pmatrix}$ we have $A^2=\beta^2I$. The integrand is therefore $2\beta^2/(\beta^2+x^2)$, its integral is $2\pi|\beta|$, and the energy is $2|\beta|$.

### The Lean file

```lean
import Mathlib

open MeasureTheory Matrix

namespace CoulsonIntegral

noncomputable section

variable {n m : Type*} [Fintype n] [DecidableEq n] [Fintype m] [DecidableEq m]

/-- The energy of a real symmetric matrix: the sum of the absolute values of its eigenvalues,
counted with multiplicity. -/
def spectralEnergy {A : Matrix n n ℝ} (hA : A.IsHermitian) : ℝ :=
  ∑ i, |hA.eigenvalues i|

/-- The Coulson integrand `tr (A² (A² + x² I)⁻¹)`. -/
def coulsonIntegrand (A : Matrix n n ℝ) (x : ℝ) : ℝ :=
  trace (A ^ 2 * (A ^ 2 + x ^ 2 • (1 : Matrix n n ℝ))⁻¹)

/-- Removing the origin from the real line does not change Lebesgue measure. -/
theorem restrict_punctured_line :
    (volume : Measure ℝ).restrict ({0}ᶜ : Set ℝ) = volume := by
  apply Measure.restrict_eq_self_of_ae_mem
  exact compl_mem_ae_iff.mpr (measure_singleton 0)

/-- The Lorentzian `a² / (a² + x²)` is integrable over the real line, with integral `π |a|`. -/
theorem lorentzian_integral (a : ℝ) :
    Integrable (fun x : ℝ => a ^ 2 / (a ^ 2 + x ^ 2)) ∧
      ∫ x : ℝ, a ^ 2 / (a ^ 2 + x ^ 2) = Real.pi * |a| := by
  rcases eq_or_ne a 0 with rfl | ha
  · simp
  · -- measure x in units of a
    have hscale : (fun x : ℝ => a ^ 2 / (a ^ 2 + x ^ 2)) =
        fun x : ℝ => (1 + (a⁻¹ * x) ^ 2)⁻¹ := by
      funext x
      have h : 1 + (a⁻¹ * x) ^ 2 = (a ^ 2 + x ^ 2) / a ^ 2 := by
        field_simp
      rw [h, inv_div]
    rw [hscale]
    refine ⟨integrable_inv_one_add_sq.comp_mul_left' (inv_ne_zero ha), ?_⟩
    rw [Measure.integral_comp_mul_left (fun y : ℝ => (1 + y ^ 2)⁻¹) a⁻¹,
      integral_univ_inv_one_add_sq, inv_inv, smul_eq_mul, mul_comm]

/-- A real symmetric matrix is similar to the diagonal matrix of its eigenvalues. -/
theorem exists_diagonalization {A : Matrix n n ℝ} (hA : A.IsHermitian) :
    ∃ U V : Matrix n n ℝ, U * V = 1 ∧ V * U = 1 ∧
      A = U * diagonal hA.eigenvalues * V := by
  refine ⟨hA.eigenvectorUnitary, star (hA.eigenvectorUnitary : Matrix n n ℝ),
    Matrix.mem_unitaryGroup_iff.mp hA.eigenvectorUnitary.2,
    Matrix.mem_unitaryGroup_iff'.mp hA.eigenvectorUnitary.2, ?_⟩
  have h := hA.spectral_theorem
  rw [Unitary.conjStarAlgAut_apply] at h
  exact h

/-- For `x ≠ 0` the matrix `A² + x² I` is invertible, and the Coulson integrand is the sum of
the Lorentzians `λ² / (λ² + x²)` over the eigenvalues `λ` of `A`. -/
theorem resolvent_trace {A : Matrix n n ℝ} (hA : A.IsHermitian) {x : ℝ} (hx : x ≠ 0) :
    IsUnit (A ^ 2 + x ^ 2 • (1 : Matrix n n ℝ)).det ∧
      coulsonIntegrand A x =
        ∑ i, hA.eigenvalues i ^ 2 / (hA.eigenvalues i ^ 2 + x ^ 2) := by
  obtain ⟨U, V, hUV, hVU, h⟩ := exists_diagonalization hA
  generalize hA.eigenvalues = d at h ⊢
  -- in the eigenbasis, products are taken eigenvalue by eigenvalue
  have hmul : ∀ e f : n → ℝ, (U * diagonal e * V) * (U * diagonal f * V) =
      U * diagonal (fun i => e i * f i) * V := by
    intro e f
    calc (U * diagonal e * V) * (U * diagonal f * V)
        = U * diagonal e * (V * U) * diagonal f * V := by simp only [mul_assoc]
      _ = U * diagonal (fun i => e i * f i) * V := by
        rw [hVU, mul_one, mul_assoc U (diagonal e) (diagonal f), diagonal_mul_diagonal]
  have hA2 : A ^ 2 = U * diagonal (fun i => d i ^ 2) * V := by
    rw [h, pow_two, hmul]
    simp only [pow_two]
  have hM : A ^ 2 + x ^ 2 • (1 : Matrix n n ℝ) =
      U * diagonal (fun i => d i ^ 2 + x ^ 2) * V := by
    have hd : diagonal (fun i => d i ^ 2 + x ^ 2) =
        diagonal (fun i => d i ^ 2) + x ^ 2 • (1 : Matrix n n ℝ) := by
      ext i j
      by_cases hij : i = j
      · subst hij
        simp
      · simp [hij]
    rw [hd, mul_add, add_mul, hA2, Matrix.mul_smul, Matrix.smul_mul, mul_one, hUV]
  have hright : (A ^ 2 + x ^ 2 • (1 : Matrix n n ℝ)) *
      (U * diagonal (fun i => (d i ^ 2 + x ^ 2)⁻¹) * V) = 1 := by
    have hone : (fun i => (d i ^ 2 + x ^ 2) * (d i ^ 2 + x ^ 2)⁻¹) = fun _ => (1 : ℝ) := by
      funext i
      exact mul_inv_cancel₀ (by positivity)
    rw [hM, hmul, hone, diagonal_one, mul_one, hUV]
  refine ⟨Matrix.isUnit_det_of_right_inverse hright, ?_⟩
  -- the trace does not depend on the basis
  rw [coulsonIntegrand, Matrix.inv_eq_right_inv hright, hA2, hmul, trace_mul_comm,
    ← mul_assoc, hVU, one_mul, trace_diagonal]
  simp only [div_eq_mul_inv]

/-- The Coulson integrand of a real symmetric matrix is integrable over `x ≠ 0`. -/
theorem coulsonIntegrand_integrableOn {A : Matrix n n ℝ} (hA : A.IsHermitian) :
    IntegrableOn (coulsonIntegrand A) ({0}ᶜ : Set ℝ) := by
  have hsum : Integrable (fun x : ℝ =>
      ∑ i, hA.eigenvalues i ^ 2 / (hA.eigenvalues i ^ 2 + x ^ 2)) :=
    MeasureTheory.integrable_finsetSum _ fun i _ => (lorentzian_integral _).1
  exact hsum.integrableOn.congr_fun (fun x hx => (resolvent_trace hA hx).2.symm)
    (measurableSet_singleton 0).compl

/-- Coulson integral formula: the sum of the absolute eigenvalues of a real symmetric matrix `A`
is `1/π` times the integral of `tr (A² (A² + x² I)⁻¹)` over all real `x ≠ 0`. -/
theorem coulson_integral_formula {A : Matrix n n ℝ} (hA : A.IsHermitian) :
    spectralEnergy hA =
      (1 / Real.pi) * ∫ x in ({0}ᶜ : Set ℝ),
        trace (A ^ 2 * (A ^ 2 + x ^ 2 • (1 : Matrix n n ℝ))⁻¹) := by
  have key : ∫ x in ({0}ᶜ : Set ℝ),
        trace (A ^ 2 * (A ^ 2 + x ^ 2 • (1 : Matrix n n ℝ))⁻¹) =
      ∫ x in ({0}ᶜ : Set ℝ),
        ∑ i, hA.eigenvalues i ^ 2 / (hA.eigenvalues i ^ 2 + x ^ 2) :=
    setIntegral_congr_fun (measurableSet_singleton 0).compl
      (fun x hx => (resolvent_trace hA hx).2)
  -- each eigenvalue contributes π |λ|
  have hl := fun a : ℝ => (lorentzian_integral a).2
  rw [key, restrict_punctured_line,
    MeasureTheory.integral_finsetSum _ (fun i _ => (lorentzian_integral _).1)]
  simp only [hl, ← Finset.mul_sum]
  rw [spectralEnergy, ← mul_assoc, one_div, inv_mul_cancel₀ Real.pi_ne_zero, one_mul]

/-- Comparison of energies: if the Coulson integrand of `A` nowhere exceeds that of `B` for
`x ≠ 0`, then the energy of `A` is at most that of `B`; the matrices may differ in size. -/
theorem energy_le_of_integrand_le {A : Matrix n n ℝ} {B : Matrix m m ℝ}
    (hA : A.IsHermitian) (hB : B.IsHermitian)
    (h : ∀ x : ℝ, x ≠ 0 → coulsonIntegrand A x ≤ coulsonIntegrand B x) :
    spectralEnergy hA ≤ spectralEnergy hB := by
  rw [coulson_integral_formula hA, coulson_integral_formula hB]
  refine mul_le_mul_of_nonneg_left ?_ (by positivity)
  exact setIntegral_mono_on (coulsonIntegrand_integrableOn hA)
    (coulsonIntegrand_integrableOn hB) (measurableSet_singleton 0).compl (fun x hx => h x hx)

/-- The Hückel matrix of two equivalent sites with coupling `β`, the site energy being zero. -/
def twoSite (β : ℝ) : Matrix (Fin 2) (Fin 2) ℝ := !![0, β; β, 0]

/-- The two-site Hückel matrix is symmetric. -/
theorem twoSite_isHermitian (β : ℝ) : (twoSite β).IsHermitian := by
  refine Matrix.IsHermitian.ext fun i j => ?_
  fin_cases i <;> fin_cases j <;> simp [twoSite]

/-- The energy of the two-site Hückel matrix with coupling `β` is `2 |β|`. -/
theorem twoSite_energy (β : ℝ) : spectralEnergy (twoSite_isHermitian β) = 2 * |β| := by
  have hsq : twoSite β ^ 2 = β ^ 2 • (1 : Matrix (Fin 2) (Fin 2) ℝ) := by
    rw [pow_two]
    ext i j
    fin_cases i <;> fin_cases j <;>
      simp [twoSite, Matrix.mul_apply, Fin.sum_univ_succ, pow_two]
  -- the integrand follows from the square of the matrix, without its eigenvalues
  have key : ∫ x in ({0}ᶜ : Set ℝ), trace (twoSite β ^ 2 *
        (twoSite β ^ 2 + x ^ 2 • (1 : Matrix (Fin 2) (Fin 2) ℝ))⁻¹) =
      ∫ x in ({0}ᶜ : Set ℝ), 2 * (β ^ 2 / (β ^ 2 + x ^ 2)) := by
    refine setIntegral_congr_fun (measurableSet_singleton 0).compl (fun x hx => ?_)
    have hx0 : x ≠ 0 := hx
    have hc : β ^ 2 + x ^ 2 ≠ 0 := by positivity
    have hinv : (β ^ 2 • (1 : Matrix (Fin 2) (Fin 2) ℝ) + x ^ 2 • 1)⁻¹ =
        (β ^ 2 + x ^ 2)⁻¹ • 1 := by
      apply Matrix.inv_eq_right_inv
      rw [← add_smul, Matrix.smul_mul, one_mul, smul_smul, mul_inv_cancel₀ hc, one_smul]
    rw [hsq, hinv, Matrix.smul_mul, one_mul, smul_smul, trace_smul, trace_one,
      Fintype.card_fin, smul_eq_mul, div_eq_mul_inv]
    push_cast
    ring
  rw [coulson_integral_formula, key, restrict_punctured_line, integral_const_mul,
    (lorentzian_integral β).2]
  have hpi := Real.pi_ne_zero
  field_simp

end

end CoulsonIntegral
```

```lean
#print axioms CoulsonIntegral.coulson_integral_formula
#print axioms CoulsonIntegral.energy_le_of_integrand_le
#print axioms CoulsonIntegral.twoSite_energy
```

```
'CoulsonIntegral.coulson_integral_formula' depends on axioms: [propext, Classical.choice, Quot.sound]
'CoulsonIntegral.energy_le_of_integrand_le' depends on axioms: [propext, Classical.choice, Quot.sound]
'CoulsonIntegral.twoSite_energy' depends on axioms: [propext, Classical.choice, Quot.sound]
```

### Remarks

**How the proof follows the derivation.**

- `lorentzian_integral` gives both integrability and the value $\pi|a|$. It rescales by `a⁻¹` and uses Mathlib's integral of $1/(1+x^2)$.
- `exists_diagonalization` extracts $U$ and $V$ from the spectral theorem.
- In `resolvent_trace`, `hmul` multiplies two matrices in the eigenbasis, `hM` diagonalises $A^2+x^2I$, and `hright` exhibits its inverse. The final rewriting uses `trace_mul_comm`, the cyclic step.
- `coulsonIntegrand_integrableOn` transfers integrability from the finite sum to the trace.
- `coulson_integral_formula` replaces the trace by that sum, restores the origin through `restrict_punctured_line`, and integrates term by term.
- `energy_le_of_integrand_le` is the comparison. Its matrices are indexed by separate types `n` and `m`, so they may differ in size.
- `twoSite_energy` finds the integrand from the square of the matrix (`hsq`, `hinv`), without computing its eigenvalues, and then applies the general formula.

**A numerical instance.** Take a chain of three sites with unit coupling:

$$A=\begin{pmatrix}0&1&0\\1&0&1\\0&1&0\end{pmatrix},\qquad A^2=\begin{pmatrix}1&0&1\\0&2&0\\1&0&1\end{pmatrix}.$$

Squaring again gives $A^4=2A^2$, so $A^2(A^2+x^2I)=(2+x^2)A^2$. For $x\neq0$ this means $A^2(A^2+x^2I)^{-1}=A^2/(2+x^2)$, whose trace is $4/(2+x^2)$. The energy is

$$\frac1\pi\int_{-\infty}^{\infty}\frac{4}{2+x^2}\,dx=\frac1\pi\cdot\frac{4\pi}{\sqrt2}=2\sqrt2\approx2.828 .$$

The eigenvalues $\sqrt2,0,-\sqrt2$ give the same sum.

**An easy mistake.** Substituting $x=at$ and keeping the limits in their original order gives $\pi a$, which is wrong for negative $a$: the limits are then reversed. With that slip, the formula would return $\sum_i\lambda_i=\operatorname{tr}A$, which is zero for the three-site chain. In Lean, the absolute value comes from `Measure.integral_comp_mul_left`.

**Scope.** The theorems concern finite real symmetric matrices and exact integrals. They give no error bound for a quadrature rule, and they do not treat a generalised eigenvalue problem with an overlap matrix.
